# A minimal residual step shrinks the residual by at least a fixed factor when A is coercive and bounded, symmetric or not

Take the plane, let A be rotation by 90°, and try to solve Ax = b iteratively. From a guess x that is not yet the solution, form the residual r = b − Ax and move along r by whatever amount makes the new residual shortest. Since Ar is perpendicular to r, subtracting any nonzero multiple of Ar from r makes it longer. The best step length is zero, and the iteration stays at its starting point forever, although A is invertible and perfectly conditioned.

Two conditions exclude this, and neither asks A to be symmetric. With ⟨·,·⟩ the real inner product and ‖·‖ its norm, they read, for all vectors v,

⟨Av, v⟩ ≥ μ‖v‖² with μ > 0, and ‖Av‖ ≤ M‖v‖.

The first is called coercivity. If A generates the decay du/dt = −Au, then ‖u‖² falls at a rate of at least 2μ‖u‖², so μ is a guaranteed damping rate. The constant M bounds how much A can stretch a vector. Under these conditions each step multiplies ‖r‖² by at most 1 − μ²/M².

An example is the Green's function equation (ω + iη − H)x = b for a Hermitian matrix H, with a real energy ω and η > 0. Multiplied by −i, and with complex vectors treated as real ones under the inner product Re⟨·,·⟩, it is coercive with μ = η. When η is much smaller than M, the guaranteed factor 1 − η²/M² is close to 1.

## The space, the step and the iteration

```lean
import Mathlib

open Filter Topology

namespace MinimalResidual

noncomputable section

variable {E : Type*} [NormedAddCommGroup E] [InnerProductSpace ℝ E]
```

The `variable` line fixes the setting: `E` is a real vector space with an inner product. Its dimension is not restricted, and real n × n matrices acting on ℝⁿ with the usual dot product are the finite-dimensional case. The opened names `Filter` and `Topology` supply the notation for limits.

```lean
/-- The minimal residual step length `⟨Ar, r⟩ / ⟨Ar, Ar⟩`. -/
def stepLength (A : E →ₗ[ℝ] E) (r : E) : ℝ :=
  inner ℝ (A r) r / inner ℝ (A r) (A r)
```

The type `E →ₗ[ℝ] E` means a real-linear map from E to itself, and `inner ℝ (A r) r` is ⟨Ar, r⟩. The definition is the step length

α(r) = ⟨Ar, r⟩ / ⟨Ar, Ar⟩.

Lean sets a quotient with zero denominator to 0, so at r = 0, where the equation is already solved, the step does nothing.

```lean
/-- The residual after one minimal residual step. -/
def nextResidual (A : E →ₗ[ℝ] E) (r : E) : E :=
  r - stepLength A r • A r
```

This is the new residual, r' = r − α(r) Ar. The symbol `•` multiplies a vector by a number.

```lean
/-- The minimal residual iteration for `A x = b`: each iterate moves along its own residual. -/
def iterate (A : E →ₗ[ℝ] E) (b x₀ : E) : ℕ → E
  | 0 => x₀
  | k + 1 => iterate A b x₀ k +
      stepLength A (b - A (iterate A b x₀ k)) • (b - A (iterate A b x₀ k))
```

The sequence of guesses is defined by recursion. It starts at x₀, and with rₖ = b − Axₖ the next guess is

xₖ₊₁ = xₖ + α(rₖ) rₖ.

Only the current residual serves as search direction. MINRES, and GMRES without restarts, minimise instead over a Krylov space that is enlarged from step to step. GMRES restarted after every single step is the iteration treated here.

## Why this step length is the best one

```lean
/-- The squared residual norm is a quadratic function of the trial step length `t`. -/
theorem norm_sq_trial (A : E →ₗ[ℝ] E) (r : E) (t : ℝ) :
    ‖r - t • A r‖ ^ 2 = ‖r‖ ^ 2 - 2 * t * inner ℝ (A r) r + t ^ 2 * ‖A r‖ ^ 2 := by
  have hc : inner ℝ r (A r) = inner ℝ (A r) r := real_inner_comm _ _
  rw [norm_sub_sq_real, inner_smul_right, norm_smul, mul_pow, Real.norm_eq_abs, sq_abs, hc]
  ring
```

For any trial step length t,

‖r − tAr‖² = ‖r‖² − 2t⟨Ar, r⟩ + t²‖Ar‖².

By hand, one expands the square and uses ⟨r, Ar⟩ = ⟨Ar, r⟩. That equality is the symmetry of the real inner product and says nothing about A. In Lean it is the line `hc`; the `rw` line expands the square, and `ring` finishes the algebra.

```lean
/-- If `A r ≠ 0`, any other step length along the residual leaves a strictly larger residual. -/
theorem nextResidual_lt_trial (A : E →ₗ[ℝ] E) {r : E} (hA : A r ≠ 0) {t : ℝ}
    (ht : t ≠ stepLength A r) : ‖nextResidual A r‖ < ‖r - t • A r‖ := by
  have hn : 0 < ‖A r‖ ^ 2 := pow_pos (norm_pos_iff.mpr hA) 2
  have hs : stepLength A r * ‖A r‖ ^ 2 = inner ℝ (A r) r := by
    rw [stepLength, real_inner_self_eq_norm_sq]
    exact div_mul_cancel₀ _ hn.ne'
  -- complete the square around the optimal step length
  have hsq : ‖r - t • A r‖ ^ 2 =
      ‖nextResidual A r‖ ^ 2 + (t - stepLength A r) ^ 2 * ‖A r‖ ^ 2 := by
    rw [nextResidual, norm_sq_trial, norm_sq_trial]
    linear_combination 2 * (t - stepLength A r) * hs
  have hp : 0 < (t - stepLength A r) ^ 2 * ‖A r‖ ^ 2 :=
    mul_pos (sq_pos_of_ne_zero (sub_ne_zero.mpr ht)) hn
  exact lt_of_pow_lt_pow_left₀ 2 (norm_nonneg _) (by linarith)
```

If Ar ≠ 0 and t differs from α = α(r), the trial residual is strictly longer than r'. By definition α‖Ar‖² = ⟨Ar, r⟩, which is `hs`. Subtracting the quadratic at α from the quadratic at t gives

−2(t − α)⟨Ar, r⟩ + (t² − α²)‖Ar‖²
= −2(t − α)α‖Ar‖² + (t − α)(t + α)‖Ar‖²
= (t − α)²‖Ar‖².

Hence

‖r − tAr‖² = ‖r'‖² + (t − α)²‖Ar‖²,

and the last term is positive. This completed square is `hsq`. The tactic `linear_combination` proves it by adding the stated multiple of `hs` and checking that the rest is an algebraic identity. The final line passes from squared norms to norms.

```lean
/-- If `A r ≠ 0`, one step lowers the squared residual norm by exactly `⟨Ar, r⟩² / ‖Ar‖²`. -/
theorem norm_sq_nextResidual (A : E →ₗ[ℝ] E) {r : E} (hA : A r ≠ 0) :
    ‖nextResidual A r‖ ^ 2 = ‖r‖ ^ 2 - (inner ℝ (A r) r) ^ 2 / ‖A r‖ ^ 2 := by
  have hn : ‖A r‖ ^ 2 ≠ 0 := pow_ne_zero 2 (norm_ne_zero_iff.mpr hA)
  have key : inner ℝ (A r) r / ‖A r‖ ^ 2 * ‖A r‖ ^ 2 = inner ℝ (A r) r :=
    div_mul_cancel₀ _ hn
  rw [nextResidual, norm_sq_trial, stepLength, real_inner_self_eq_norm_sq]
  linear_combination (inner ℝ (A r) r / ‖A r‖ ^ 2) * key
```

At the minimum, the quadratic takes the value

‖r'‖² = ‖r‖² − 2⟨Ar, r⟩²/‖Ar‖² + ⟨Ar, r⟩²/‖Ar‖² = ‖r‖² − ⟨Ar, r⟩²/‖Ar‖².

This is an equality, and it needs only Ar ≠ 0. It also accounts for the rotation by 90°: there ⟨Ar, r⟩ = 0 and nothing is gained. The Lean proof inserts α into the quadratic and cancels one factor ‖Ar‖² by means of `key`.

## The contraction factor

```lean
/-- A coercive operator stretches every vector by at least the factor `μ`. -/
theorem coercive_lower_bound {A : E →ₗ[ℝ] E} {μ : ℝ}
    (hco : ∀ v, μ * ‖v‖ ^ 2 ≤ inner ℝ (A v) v) (v : E) : μ * ‖v‖ ≤ ‖A v‖ := by
  by_cases hv : v = 0
  · simp [hv]
  · have h := (hco v).trans (real_inner_le_norm (A v) v)
    exact le_of_mul_le_mul_right (by linarith [h, sq ‖v‖,
      show μ * ‖v‖ * ‖v‖ = μ * ‖v‖ ^ 2 by ring]) (norm_pos_iff.mpr hv)
```

Coercivity also bounds the length of Av from below. By the Cauchy–Schwarz inequality,

μ‖v‖² ≤ ⟨Av, v⟩ ≤ ‖Av‖ ‖v‖,

and division by ‖v‖ gives μ‖v‖ ≤ ‖Av‖. The proof treats v = 0 separately, since one cannot divide there. The hypothesis `hco` is coercivity written as a statement about every `v`. The curly braces around `A` and `μ` mark arguments that Lean works out for itself.

```lean
/-- If `⟨Av, v⟩ ≥ μ‖v‖²` with `μ > 0` and `‖Av‖ ≤ M‖v‖`, then for a nonzero residual the
step is well defined and reduces the squared residual norm by the factor `1 - μ²/M²` or better. -/
theorem residual_contraction {A : E →ₗ[ℝ] E} {μ M : ℝ} (hμ : 0 < μ)
    (hco : ∀ v, μ * ‖v‖ ^ 2 ≤ inner ℝ (A v) v) (hM : ∀ v, ‖A v‖ ≤ M * ‖v‖)
    {r : E} (hr : r ≠ 0) :
    A r ≠ 0 ∧ ‖nextResidual A r‖ ^ 2 ≤ (1 - μ ^ 2 / M ^ 2) * ‖r‖ ^ 2 := by
  have hrn : 0 < ‖r‖ := norm_pos_iff.mpr hr
  have hpos : 0 < ‖A r‖ := (mul_pos hμ hrn).trans_le (coercive_lower_bound hco r)
  have hMr := hM r
  have hM0 : 0 < M := by
    by_contra h
    nlinarith [not_lt.mp h]
  have hA : A r ≠ 0 := norm_pos_iff.mp hpos
  refine ⟨hA, ?_⟩
  have e : μ ^ 2 / M ^ 2 * M ^ 2 = μ ^ 2 := div_mul_cancel₀ _ (pow_pos hM0 2).ne'
  -- coercivity bounds the numerator, boundedness the denominator
  have key : μ ^ 2 / M ^ 2 * ‖r‖ ^ 2 ≤ (inner ℝ (A r) r) ^ 2 / ‖A r‖ ^ 2 := by
    rw [le_div_iff₀ (pow_pos hpos 2)]
    calc μ ^ 2 / M ^ 2 * ‖r‖ ^ 2 * ‖A r‖ ^ 2
        ≤ μ ^ 2 / M ^ 2 * ‖r‖ ^ 2 * (M * ‖r‖) ^ 2 := by gcongr
      _ = (μ * ‖r‖ ^ 2) ^ 2 := by linear_combination ‖r‖ ^ 4 * e
      _ ≤ (inner ℝ (A r) r) ^ 2 := pow_le_pow_left₀ (by positivity) (hco r) 2
  rw [norm_sq_nextResidual A hA]
  linarith
```

This is the central theorem. Its hypotheses are μ > 0 (`hμ`), coercivity (`hco`), the upper bound (`hM`) and r ≠ 0 (`hr`). Its conclusion has two parts joined by `∧`: Ar ≠ 0, so the step length has a nonzero denominator, and

‖r'‖² ≤ (1 − μ²/M²)‖r‖².

For the first part, ‖Ar‖ ≥ μ‖r‖ > 0. Together with ‖Ar‖ ≤ M‖r‖ this also forces M > 0, which is therefore derived and not assumed.

For the second part, the reduction found above has to be bounded from below. Coercivity gives ⟨Ar, r⟩ ≥ μ‖r‖² > 0, which may be squared because both sides are positive, and the upper bound gives ‖Ar‖² ≤ M²‖r‖². So

⟨Ar, r⟩²/‖Ar‖² ≥ μ²‖r‖⁴/(M²‖r‖²) = (μ²/M²)‖r‖².

Subtracting this from ‖r‖² gives the claim.

In Lean the inequality is `key`. It is first multiplied through by ‖Ar‖², and the `calc` block then proves it as a chain of three lines. The first replaces ‖Ar‖ by M‖r‖, with `gcongr` carrying the bound through the product. The second cancels M², and the third squares the coercivity inequality.

## From one step to the solution

```lean
/-- The true residual `b - A x` of the iterates follows the minimal residual update. -/
theorem residual_iterate_succ (A : E →ₗ[ℝ] E) (b x₀ : E) (k : ℕ) :
    b - A (iterate A b x₀ (k + 1)) = nextResidual A (b - A (iterate A b x₀ k)) := by
  rw [iterate, nextResidual, LinearMap.map_add, LinearMap.map_smul]
  exact (sub_sub _ _ _).symm
```

So far r' has been a formula. Here it is matched to the iteration:

rₖ₊₁ = b − A(xₖ + α(rₖ) rₖ) = rₖ − α(rₖ) Arₖ.

The residual of the new guess is thus the minimal residual update of the old residual. The proof uses the linearity of A, through `LinearMap.map_add` and `LinearMap.map_smul`.

```lean
/-- If `⟨Av, v⟩ ≥ μ‖v‖²` with `μ > 0` and `‖Av‖ ≤ M‖v‖` for all `v`, then after `k` steps the
squared residual norm has fallen at least by the factor `(1 - μ²/M²)^k`, and if `A x = b` has a
solution `x`, the iterates converge to it. -/
theorem iterate_convergence {A : E →ₗ[ℝ] E} {μ M : ℝ} (hμ : 0 < μ)
    (hco : ∀ v, μ * ‖v‖ ^ 2 ≤ inner ℝ (A v) v) (hM : ∀ v, ‖A v‖ ≤ M * ‖v‖) (b x₀ : E) :
    (∀ k, ‖b - A (iterate A b x₀ k)‖ ^ 2 ≤ (1 - μ ^ 2 / M ^ 2) ^ k * ‖b - A x₀‖ ^ 2) ∧
    ∀ x, A x = b → Tendsto (iterate A b x₀) atTop (𝓝 x) := by
  by_cases hE : ∃ v : E, v ≠ 0
  swap
  · -- in the zero space there is nothing to do
    have h0 : ∀ v : E, v = 0 := fun v => by_contra fun hv => hE ⟨v, hv⟩
    refine ⟨fun k => ?_, fun x _ => ?_⟩
    · rw [h0 (b - A (iterate A b x₀ k)), h0 (b - A x₀)]
      simp
    · rw [show iterate A b x₀ = fun _ => x from funext fun k => (h0 _).trans (h0 x).symm]
      exact tendsto_const_nhds
  obtain ⟨v, hv⟩ := hE
  have hμM : μ ≤ M := le_of_mul_le_mul_right
    ((coercive_lower_bound hco v).trans (hM v)) (norm_pos_iff.mpr hv)
  have hM0 : 0 < M := hμ.trans_le hμM
  have hq0 : 0 ≤ 1 - μ ^ 2 / M ^ 2 :=
    sub_nonneg.mpr ((div_le_one (pow_pos hM0 2)).mpr (pow_le_pow_left₀ hμ.le hμM 2))
  have hq1 : 1 - μ ^ 2 / M ^ 2 < 1 := by
    have : 0 < μ ^ 2 / M ^ 2 := by positivity
    linarith
  have hres : ∀ k, ‖b - A (iterate A b x₀ k)‖ ^ 2 ≤
      (1 - μ ^ 2 / M ^ 2) ^ k * ‖b - A x₀‖ ^ 2 := by
    intro k
    induction k with
    | zero => simp [iterate]
    | succ k ih =>
      have hstep : ‖nextResidual A (b - A (iterate A b x₀ k))‖ ^ 2 ≤
          (1 - μ ^ 2 / M ^ 2) * ‖b - A (iterate A b x₀ k)‖ ^ 2 := by
        by_cases h : b - A (iterate A b x₀ k) = 0
        · rw [h]
          simp [nextResidual]
        · exact (residual_contraction hμ hco hM h).2
      rw [residual_iterate_succ, pow_succ' (1 - μ ^ 2 / M ^ 2) k, mul_assoc]
      exact hstep.trans (mul_le_mul_of_nonneg_left ih hq0)
  refine ⟨hres, fun x hx => ?_⟩
  -- coercivity turns the residual bound into an error bound
  have herr : ∀ k, ‖iterate A b x₀ k - x‖ ^ 2 ≤
      (1 - μ ^ 2 / M ^ 2) ^ k * (‖b - A x₀‖ ^ 2 / μ ^ 2) := by
    intro k
    rw [← mul_div_assoc, le_div_iff₀ (pow_pos hμ 2)]
    have h := pow_le_pow_left₀ (by positivity) (coercive_lower_bound hco (iterate A b x₀ k - x)) 2
    rw [LinearMap.map_sub, hx, norm_sub_rev (A _) b, mul_pow] at h
    linarith [hres k]
  have hlim := (tendsto_pow_atTop_nhds_zero_of_lt_one hq0 hq1).mul_const
    (‖b - A x₀‖ ^ 2 / μ ^ 2)
  rw [zero_mul] at hlim
  have hsq := squeeze_zero (fun k => sq_nonneg ‖iterate A b x₀ k - x‖) herr hlim
  rw [tendsto_iff_norm_sub_tendsto_zero]
  have hroot := (Real.continuous_sqrt.tendsto 0).comp hsq
  simpa only [Function.comp_def, Real.sqrt_sq (norm_nonneg _), Real.sqrt_zero] using hroot
```

Write q = 1 − μ²/M². The theorem makes two statements. For every k,

‖rₖ‖² ≤ qᵏ‖r₀‖²,

and if x solves Ax = b, then xₖ tends to x. The second is written `Tendsto (iterate A b x₀) atTop (𝓝 x)`: for every neighbourhood of x, all iterates from some index on lie inside it.

The existence of a solution is a hypothesis here. For a matrix it comes for free, because μ‖v‖ ≤ ‖Av‖ makes A injective, and an injective square matrix is invertible.

The residual bound follows by induction. At k = 0 both sides are equal. For the next step, ‖rₖ₊₁‖² ≤ q‖rₖ‖² ≤ q·qᵏ‖r₀‖², where the second inequality needs q ≥ 0. That holds because any nonzero v satisfies μ‖v‖ ≤ ‖Av‖ ≤ M‖v‖, so μ ≤ M. The proof therefore begins by splitting off the space that contains only the zero vector, where both claims are immediate. If some rₖ is already zero, it stays zero, and the inner `by_cases` handles this.

For the error, apply the lower bound to v = xₖ − x. Since A(xₖ − x) = −rₖ,

μ²‖xₖ − x‖² ≤ ‖rₖ‖², hence ‖xₖ − x‖² ≤ qᵏ‖r₀‖²/μ².

This is `herr`. Because 0 ≤ q < 1, the right-hand side tends to zero. The lemma `squeeze_zero` traps the squared error between 0 and this bound, and the continuity of the square root carries the limit over to the error itself.

## A rotation with scaling attains the bound

```lean
/-- Multiplication by `z` on the plane `ℂ`, with `Re z > 0` and `Im z ≠ 0`, is not symmetric,
meets the hypotheses with `μ = Re z` and `M = ‖z‖`, and attains the bound at every nonzero `r`. -/
theorem rotation_dilation_witness {z : ℂ} (hre : 0 < z.re) (him : z.im ≠ 0) :
    ¬ (LinearMap.mulLeft ℝ z).IsSymmetric ∧
    (∀ v, z.re * ‖v‖ ^ 2 ≤ inner ℝ (LinearMap.mulLeft ℝ z v) v) ∧
    (∀ v, ‖LinearMap.mulLeft ℝ z v‖ ≤ ‖z‖ * ‖v‖) ∧
    ∀ r, r ≠ 0 → ‖nextResidual (LinearMap.mulLeft ℝ z) r‖ ^ 2 =
      (1 - z.re ^ 2 / ‖z‖ ^ 2) * ‖r‖ ^ 2 := by
  have hin : ∀ v : ℂ, inner ℝ (LinearMap.mulLeft ℝ z v) v = z.re * ‖v‖ ^ 2 := by
    intro v
    rw [Complex.inner, LinearMap.mulLeft_apply, ← Complex.normSq_eq_norm_sq,
      Complex.normSq_apply]
    simp only [map_mul, Complex.mul_re, Complex.mul_im, Complex.conj_re, Complex.conj_im]
    ring
  have hz : z ≠ 0 := fun h => by simp [h] at hre
  refine ⟨fun h => ?_, fun v => (hin v).ge, fun v => ?_, fun r hr => ?_⟩
  · -- compare the two off-diagonal matrix elements
    have h1 := h 1 Complex.I
    simp [Complex.inner] at h1
    exact him (by linarith)
  · rw [LinearMap.mulLeft_apply, norm_mul]
  · have hA : LinearMap.mulLeft ℝ z r ≠ 0 := mul_ne_zero hz hr
    have hzn : ‖z‖ ≠ 0 := norm_ne_zero_iff.mpr hz
    have hrn : ‖r‖ ≠ 0 := norm_ne_zero_iff.mpr hr
    rw [norm_sq_nextResidual _ hA, hin, LinearMap.mulLeft_apply, norm_mul]
    field_simp

end

end MinimalResidual
```

Let z = a + ib with a > 0 and b ≠ 0, where b now denotes the imaginary part. `LinearMap.mulLeft ℝ z` is the map v ↦ zv on ℂ, regarded as a real plane with inner product ⟨w, v⟩ = Re(w̄v). In the basis 1, i its matrix has rows (a, −b) and (b, a): a rotation combined with a scaling by ‖z‖.

The theorem states four things.

- The map is not symmetric. Indeed ⟨z·1, i⟩ = b while ⟨1, z·i⟩ = −b, and these differ when b ≠ 0. The Lean proof assumes symmetry, compares the same two elements and contradicts `him`.
- It is coercive with μ = a, because ⟨zv, v⟩ = a‖v‖². This identity is `hin`.
- It is bounded with M = ‖z‖, because ‖zv‖ = ‖z‖ ‖v‖.
- For every r ≠ 0 the contraction holds with equality. Inserting the two identities into the exact reduction gives

‖r'‖² = ‖r‖² − a²‖r‖⁴/(‖z‖²‖r‖²) = (1 − a²/‖z‖²)‖r‖².

The last line of the Lean proof, `field_simp`, clears the denominators in this equation.

Any pair 0 < μ < M arises in this way from a suitable z, so no smaller factor depending on μ and M alone would be valid for all such operators. As a tends to 0 with b fixed, the factor tends to 1, and the map approaches the right-angle rotation, up to scale, on which the iteration stalls.

```lean
#print axioms MinimalResidual.nextResidual_lt_trial
-- 'MinimalResidual.nextResidual_lt_trial' depends on axioms: [propext, Classical.choice, Quot.sound]
#print axioms MinimalResidual.coercive_lower_bound
-- 'MinimalResidual.coercive_lower_bound' depends on axioms: [propext, Classical.choice, Quot.sound]
#print axioms MinimalResidual.iterate_convergence
-- 'MinimalResidual.iterate_convergence' depends on axioms: [propext, Classical.choice, Quot.sound]
```
